# Static equilibria with stiff springs converge to the rigidly constrained one when the stiffness is positive definite

## A bond held by a spring or by a constraint

In a molecular model, a bond can be held at its length by a stiff spring or fixed by a constraint. The spring yields a little whenever the load stretches or compresses the bond. How far is its equilibrium from the rigid one, and does the difference vanish as the spring is stiffened?

Here the question is answered for static equilibrium in a harmonic model with finitely many coordinates and linear constraints, as one gets by linearising bond constraints about a reference geometry. Time evolution is not treated.

## Two force balances

Let $K$ be the stiffness matrix, $b$ the load, and let each row of $G$ define one linear constraint. The rigid equilibrium $y$ and its Lagrange multipliers $l$ satisfy
$$Gy=0,\qquad Ky+G^Tl=b.$$
Springs of strength $k>0$ add the energy $\tfrac{k}{2}|Gx|^2$ instead, and the equilibrium $x$ satisfies
$$(K+kG^TG)x=b.$$
The error bound is
$$\langle x-y,K(x-y)\rangle\le\frac{|l|^2}{4k}.$$
It holds for any real square $K$. If moreover $\langle v,Kv\rangle>0$ for all $v\neq0$, then $x\to y$ as $k\to\infty$. Physically, this condition says that every displacement costs elastic energy even without the springs. A free molecule, which can translate at no cost, violates it. So does a model in which stretching the bond costs nothing but the energy of its spring. The condition is sufficient, not necessary: with one coordinate, $K=0$ and $G=1$, the spring equilibrium $x=b/k$ still tends to $y=0$.

## The energy of the error

Write $e=x-y$ and $s=Gx$, the constraint violation. Subtracting the two force balances gives
$$Ke=G^T(l-ks).$$
Take the inner product with $e$. Since $Gy=0$, we have $Ge=s$, so
$$\langle e,Ke\rangle+k|s|^2=\langle l,s\rangle.$$
Completing the square gives the bound:
$$\langle e,Ke\rangle=\langle l,s\rangle-k|s|^2=\frac{|l|^2}{4k}-k\left|s-\frac{l}{2k}\right|^2\le\frac{|l|^2}{4k}.$$

If the form of $K$ is nonnegative, the energy identity also gives $k|s|^2\le\langle l,s\rangle$. Then
$$0\le|l-ks|^2=|l|^2-2k\langle l,s\rangle+k^2|s|^2\le|l|^2-k^2|s|^2,$$
so $|Gx|\le|l|/k$.

## From energy to displacement and force

Let the form be positive definite. If $(K+kG^TG)v=0$, compare $v$ with the rigid equilibrium $y=0$, $l=0$ under zero load. The bound gives $\langle v,Kv\rangle\le0$, hence $v=0$. The square matrix is therefore injective, so it is also surjective, and $x$ exists and is unique for every load.

On the unit sphere, which is compact, the form attains a minimum $c>0$. Scaling gives $c\|v\|^2\le\langle v,Kv\rangle$ for all $v$, so
$$\|x-y\|\le\frac{|l|}{2\sqrt{ck}}\to0.$$
The subtracted force balance then yields
$$G^T(kGx)=G^Tl-K(x-y)\to G^Tl.$$
The spring term thus takes over the role of the constraint term.

## One coordinate, and when the bound is attained

The smallest interesting case has one coordinate of stiffness $\kappa>0$, load $p$ and $G=1$. Then $y=0$, $l=p$, $x=p/(\kappa+k)$, and the error form is
$$\frac{\kappa p^2}{(\kappa+k)^2}\le\frac{p^2}{4k},$$
because $(\kappa+k)^2\ge4\kappa k$. For $p\ne0$, equality holds exactly at $\kappa=k$. With $\kappa$ fixed, the error form falls like $1/k^2$, faster than the bound.

The example proved in Lean below adds a second, unconstrained coordinate: $K=k\,I$, $G=(1\;\;0)$, $b=(p,q)$. Here $x=(p/2k,\,q/k)$, $y=(0,\,q/k)$ and $l=p$, and the error form is $k(p/2k)^2=p^2/(4k)$. The factor $1/4$ is therefore optimal for a bound meant for all systems.

## The equations as Lean predicates

`IsStiffEquilibrium K G b k x` is the spring force balance. `IsConstrainedEquilibrium K G b y l` contains the constraint and the rigid force balance. The finite types `n` and `m` label coordinates and constraints, `*ᵥ` applies a matrix to a vector, and `⬝ᵥ` is the dot product, so `l ⬝ᵥ l` is $|l|^2$.

- `K` need not be symmetric, although its reading as the stiffness of an elastic energy requires that.
- `G` has no rank condition. With redundant constraints $l$ is not unique, and the bound holds for each admissible $l$. The force limit concerns $G^T(kGx)$, not the individual tensions $kGx$.
- The pair `y`, `l` is assumed to be given; its existence is not derived.
- In the limit theorems `x` is a function of `k` that solves the spring system for every positive `k`. The norm `‖v‖` is the largest absolute component.

```lean
import Mathlib

open Matrix Filter Topology

namespace StiffSpringLimit

variable {m n : Type*} [Fintype m] [Fintype n]

/-- Equilibrium `x` under the load `b` when the constraints `G x = 0` are replaced by
harmonic springs of strength `k`: `(K + k Gᵀ G) x = b`. -/
def IsStiffEquilibrium (K : Matrix n n ℝ) (G : Matrix m n ℝ) (b : n → ℝ) (k : ℝ)
    (x : n → ℝ) : Prop :=
  (K + k • (Gᵀ * G)) *ᵥ x = b

/-- Equilibrium `y` under the load `b` with rigid constraints `G y = 0` and
Lagrange multipliers `l`. -/
structure IsConstrainedEquilibrium (K : Matrix n n ℝ) (G : Matrix m n ℝ) (b : n → ℝ)
    (y : n → ℝ) (l : m → ℝ) : Prop where
  constraint : G *ᵥ y = 0
  balance : K *ᵥ y + Gᵀ *ᵥ l = b

variable {K : Matrix n n ℝ} {G : Matrix m n ℝ} {b x y : n → ℝ} {l : m → ℝ} {k : ℝ}

/-- The elastic force of the displacement error `x - y` is balanced by the force that `Gᵀ` assigns
to the difference between the multipliers and the spring tensions `k G x`. -/
theorem error_balance (hx : IsStiffEquilibrium K G b k x)
    (hy : IsConstrainedEquilibrium K G b y l) :
    K *ᵥ (x - y) = Gᵀ *ᵥ (l - k • (G *ᵥ x)) := by
  have h := Eq.trans hx hy.balance.symm
  rw [Matrix.add_mulVec, Matrix.smul_mulVec, ← Matrix.mulVec_mulVec] at h
  rw [Matrix.mulVec_sub, Matrix.mulVec_sub, Matrix.mulVec_smul, sub_eq_sub_iff_add_eq_add]
  exact h.trans (add_comm _ _)

/-- Energy identity: the quadratic form of `K` at the error plus `k |G x|²` equals the work
of the multipliers on the constraint violation `G x`. -/
theorem energy_identity (hx : IsStiffEquilibrium K G b k x)
    (hy : IsConstrainedEquilibrium K G b y l) :
    (x - y) ⬝ᵥ K *ᵥ (x - y) + k * ((G *ᵥ x) ⬝ᵥ (G *ᵥ x)) = l ⬝ᵥ (G *ᵥ x) := by
  rw [error_balance hx hy, Matrix.dotProduct_mulVec, Matrix.vecMul_transpose,
    Matrix.mulVec_sub, hy.constraint, sub_zero, dotProduct_sub, dotProduct_smul,
    smul_eq_mul, dotProduct_comm (G *ᵥ x) l]
  ring

/-- Stiff-spring error bound: for spring strength `k > 0`, the quadratic form of `K` at the
difference between the spring and the rigid equilibrium is at most `|l|² / (4k)`. -/
theorem stiff_spring_bound (hk : 0 < k) (hx : IsStiffEquilibrium K G b k x)
    (hy : IsConstrainedEquilibrium K G b y l) :
    (x - y) ⬝ᵥ K *ᵥ (x - y) ≤ (l ⬝ᵥ l) / (4 * k) := by
  have h := energy_identity hx hy
  -- complete the square in the constraint violation
  have hs : 0 ≤ (l - (2 * k) • (G *ᵥ x)) ⬝ᵥ (l - (2 * k) • (G *ᵥ x)) :=
    Finset.sum_nonneg fun i _ => mul_self_nonneg _
  simp only [dotProduct_sub, sub_dotProduct, dotProduct_smul, smul_dotProduct,
    smul_eq_mul] at hs
  rw [dotProduct_comm (G *ᵥ x) l] at hs
  rw [le_div_iff₀ (by positivity)]
  have h4 : (x - y) ⬝ᵥ K *ᵥ (x - y) * (4 * k)
      = 4 * k * (l ⬝ᵥ (G *ᵥ x)) - 4 * k ^ 2 * ((G *ᵥ x) ⬝ᵥ (G *ᵥ x)) := by
    linear_combination 4 * k * h
  nlinarith [hs, h4]

/-- If the quadratic form of `K` is nowhere negative and `k > 0`, the springs violate the
constraints by at most `|G x| ≤ |l| / k`, stated here in squared form. -/
theorem constraint_violation_bound (hK : ∀ v, 0 ≤ v ⬝ᵥ K *ᵥ v) (hk : 0 < k)
    (hx : IsStiffEquilibrium K G b k x) (hy : IsConstrainedEquilibrium K G b y l) :
    (G *ᵥ x) ⬝ᵥ (G *ᵥ x) ≤ (l ⬝ᵥ l) / k ^ 2 := by
  have h := energy_identity hx hy
  have hs : 0 ≤ (l - k • (G *ᵥ x)) ⬝ᵥ (l - k • (G *ᵥ x)) :=
    Finset.sum_nonneg fun i _ => mul_self_nonneg _
  simp only [dotProduct_sub, sub_dotProduct, dotProduct_smul, smul_dotProduct,
    smul_eq_mul] at hs
  rw [dotProduct_comm (G *ᵥ x) l] at hs
  rw [le_div_iff₀ (by positivity)]
  have h1 := mul_nonneg hk.le (hK (x - y))
  have h2 : k * ((x - y) ⬝ᵥ K *ᵥ (x - y))
      = k * (l ⬝ᵥ (G *ᵥ x)) - k ^ 2 * ((G *ᵥ x) ⬝ᵥ (G *ᵥ x)) := by
    linear_combination k * h
  nlinarith [hs, h1, h2]

/-- If the quadratic form of `K` is positive definite and `k > 0`, the spring system has
exactly one equilibrium under every load. -/
theorem existsUnique_stiffEquilibrium (hK : ∀ v, v ≠ 0 → 0 < v ⬝ᵥ K *ᵥ v) (hk : 0 < k)
    (G : Matrix m n ℝ) (b : n → ℝ) : ∃! x, IsStiffEquilibrium K G b k x := by
  have hinj : Function.Injective (K + k • (Gᵀ * G)).mulVecLin := by
    rw [← LinearMap.ker_eq_bot, LinearMap.ker_eq_bot']
    intro v hv
    by_contra h0
    -- the error bound with zero load and zero multipliers
    have hz : IsConstrainedEquilibrium K G 0 0 0 := ⟨by simp, by simp⟩
    have h := stiff_spring_bound (x := v) hk hv hz
    simp only [sub_zero, dotProduct_zero, zero_div] at h
    exact absurd (hK v h0) (not_lt_of_ge h)
  obtain ⟨x, hx⟩ := LinearMap.injective_iff_surjective.mp hinj b
  exact ⟨x, hx, fun z hz => hinj (Eq.trans hz hx.symm)⟩

/-- A positive definite quadratic form is bounded below by a positive multiple of the squared
size of the displacement, measured by its largest component. -/
theorem coercive (hK : ∀ v, v ≠ 0 → 0 < v ⬝ᵥ K *ᵥ v) :
    ∃ c : ℝ, 0 < c ∧ ∀ v : n → ℝ, c * ‖v‖ ^ 2 ≤ v ⬝ᵥ K *ᵥ v := by
  rcases isEmpty_or_nonempty n with hn | hn
  · refine ⟨1, one_pos, fun v => ?_⟩
    rw [Subsingleton.elim v 0]
    simp
  have hne : (Metric.sphere (0 : n → ℝ) 1).Nonempty := ⟨fun _ => 1, by simp [pi_norm_const]⟩
  have hcont : Continuous fun v : n → ℝ => v ⬝ᵥ K *ᵥ v := by
    simp only [dotProduct, Matrix.mulVec]
    fun_prop
  -- the form attains a positive minimum on the unit sphere
  obtain ⟨u, hu, hmin⟩ :=
    (isCompact_sphere (0 : n → ℝ) 1).exists_isMinOn hne hcont.continuousOn
  have hu0 : u ≠ 0 := by
    rintro rfl
    simp at hu
  refine ⟨u ⬝ᵥ K *ᵥ u, hK u hu0, fun v => ?_⟩
  by_cases hv : v = 0
  · simp [hv]
  have hpos : 0 < ‖v‖ := norm_pos_iff.mpr hv
  have hmem : ‖v‖⁻¹ • v ∈ Metric.sphere (0 : n → ℝ) 1 := by
    rw [mem_sphere_zero_iff_norm, norm_smul, norm_inv, norm_norm, inv_mul_cancel₀ hpos.ne']
  have h : u ⬝ᵥ K *ᵥ u ≤ (‖v‖⁻¹ • v) ⬝ᵥ K *ᵥ (‖v‖⁻¹ • v) := isMinOn_iff.mp hmin _ hmem
  simp only [Matrix.mulVec_smul, dotProduct_smul, smul_dotProduct, smul_eq_mul] at h
  calc u ⬝ᵥ K *ᵥ u * ‖v‖ ^ 2
      ≤ (‖v‖⁻¹ * (‖v‖⁻¹ * (v ⬝ᵥ K *ᵥ v))) * ‖v‖ ^ 2 :=
        mul_le_mul_of_nonneg_right h (by positivity)
    _ = v ⬝ᵥ K *ᵥ v := by field_simp

/-- Stiff-spring limit: if the quadratic form of `K` is positive definite, the spring
equilibria converge to the rigidly constrained equilibrium as `k → ∞`. -/
theorem tendsto_constrained (hK : ∀ v, v ≠ 0 → 0 < v ⬝ᵥ K *ᵥ v) {x : ℝ → n → ℝ}
    (hx : ∀ k, 0 < k → IsStiffEquilibrium K G b k (x k))
    (hy : IsConstrainedEquilibrium K G b y l) : Tendsto x atTop (𝓝 y) := by
  obtain ⟨c, hc0, hc⟩ := coercive hK
  rw [tendsto_iff_norm_sub_tendsto_zero]
  have hdiv : Tendsto (fun k : ℝ => (l ⬝ᵥ l) / (4 * c) / k) atTop (𝓝 0) :=
    tendsto_const_nhds.div_atTop tendsto_id
  have h0 := (Real.continuous_sqrt.tendsto 0).comp hdiv
  rw [Real.sqrt_zero] at h0
  refine squeeze_zero' (Eventually.of_forall fun _ => norm_nonneg _) ?_ h0
  filter_upwards [eventually_gt_atTop 0] with k hk
  -- coercivity turns the energy bound into a bound on the displacement
  apply Real.le_sqrt_of_sq_le
  have h3 := (hc (x k - y)).trans (stiff_spring_bound hk (hx k hk) hy)
  rw [le_div_iff₀ (by positivity)] at h3
  show ‖x k - y‖ ^ 2 ≤ (l ⬝ᵥ l) / (4 * c) / k
  rw [div_div, le_div_iff₀ (by positivity)]
  linarith

/-- If the quadratic form of `K` is positive definite, the spring term `Gᵀ (k G x)` of the
force balance converges to the constraint term `Gᵀ l` as `k → ∞`. -/
theorem tendsto_constraint_force (hK : ∀ v, v ≠ 0 → 0 < v ⬝ᵥ K *ᵥ v) {x : ℝ → n → ℝ}
    (hx : ∀ k, 0 < k → IsStiffEquilibrium K G b k (x k))
    (hy : IsConstrainedEquilibrium K G b y l) :
    Tendsto (fun k => Gᵀ *ᵥ (k • (G *ᵥ x k))) atTop (𝓝 (Gᵀ *ᵥ l)) := by
  have hf : Continuous fun z : n → ℝ => Gᵀ *ᵥ l - K *ᵥ (z - y) :=
    continuous_const.sub
      (Continuous.matrix_mulVec continuous_const (continuous_id.sub continuous_const))
  have h := (hf.tendsto y).comp (tendsto_constrained hK hx hy)
  simp only [sub_self, Matrix.mulVec_zero, sub_zero] at h
  refine h.congr' ?_
  filter_upwards [eventually_gt_atTop 0] with k hk
  simp only [Function.comp_apply]
  rw [error_balance (hx k hk) hy, Matrix.mulVec_sub, sub_sub_cancel]

/-- Sharpness: for two coordinates of stiffness `k > 0`, the first tied to zero by a spring of the
same strength `k`, the error bound is an equality for every load `(p, q)`. -/
theorem stiff_spring_bound_sharp (p q : ℝ) (hk : 0 < k) :
    IsStiffEquilibrium !![k, 0; 0, k] !![1, 0] ![p, q] k ![p / (2 * k), q / k] ∧
    IsConstrainedEquilibrium !![k, 0; 0, k] !![1, 0] ![p, q] ![0, q / k] ![p] ∧
    (![p / (2 * k), q / k] - ![0, q / k]) ⬝ᵥ
        !![k, 0; 0, k] *ᵥ (![p / (2 * k), q / k] - ![0, q / k])
      = (![p] ⬝ᵥ ![p]) / (4 * k) := by
  have hk0 : k ≠ 0 := hk.ne'
  refine ⟨?_, ⟨?_, ?_⟩, ?_⟩
  · unfold IsStiffEquilibrium
    ext i
    fin_cases i <;>
      simp [Matrix.mulVec, dotProduct, Matrix.mul_apply, Fin.sum_univ_succ] <;>
      field_simp
    ring
  · ext i
    fin_cases i
    simp [Matrix.mulVec, dotProduct, Fin.sum_univ_succ]
  · ext i
    fin_cases i <;>
      simp [Matrix.mulVec, dotProduct, hk0]
  · simp [Matrix.mulVec, dotProduct, Fin.sum_univ_succ]
    field_simp
    ring

end StiffSpringLimit
```

```lean
#print axioms StiffSpringLimit.existsUnique_stiffEquilibrium
#print axioms StiffSpringLimit.tendsto_constrained
#print axioms StiffSpringLimit.tendsto_constraint_force
#print axioms StiffSpringLimit.stiff_spring_bound_sharp
```

```
'StiffSpringLimit.existsUnique_stiffEquilibrium' depends on axioms: [propext, Classical.choice, Quot.sound]
'StiffSpringLimit.tendsto_constrained' depends on axioms: [propext, Classical.choice, Quot.sound]
'StiffSpringLimit.tendsto_constraint_force' depends on axioms: [propext, Classical.choice, Quot.sound]
'StiffSpringLimit.stiff_spring_bound_sharp' depends on axioms: [propext, Classical.choice, Quot.sound]
```

## From force balance to limit in the Lean proof

`error_balance` subtracts the two equations. `energy_identity` substitutes the result, moves $G^T$ across the dot product with `Matrix.dotProduct_mulVec` and `Matrix.vecMul_transpose`, and uses $Gy=0$.

`stiff_spring_bound` completes the square without fractions: `hs` states $0\le|l-2ks|^2$, `h4` is the energy identity multiplied by $4k$, and `nlinarith` combines them. `constraint_violation_bound` does the same with $|l-ks|^2$ and the nonnegativity of the form.

`existsUnique_stiffEquilibrium` applies the bound with zero load and zero multipliers to get injectivity, then `LinearMap.injective_iff_surjective` to get a solution.

`coercive` finds the minimiser `u` on the unit sphere and rescales an arbitrary nonzero vector to it. With no coordinates the sphere is empty, so that case is handled first.

`tendsto_constrained` squeezes $\|x-y\|$ between zero and the square root of $|l|^2/(4ck)$. `tendsto_constraint_force` passes this limit through the continuous map $z\mapsto G^Tl-K(z-y)$, which equals the spring term at $z=x$ for $k>0$.

`stiff_spring_bound_sharp` checks both equilibria of the two-coordinate example component by component, and then the equality.
